# Nonnegative expectation values of positive semidefinite observables in finite dimensions

The theorem `expect_nonneg` says that if `ρ` and `M` are positive semidefinite complex matrices of the same finite size, then the real part of tr(ρM) is nonnegative. Here `ρ` plays the part of a density matrix and `M` that of an observable. The trace of `ρ` is not required to be 1, so for nonzero `ρ` the normalised expectation value is this number divided by tr ρ, which is positive. The proof writes `ρ` as a finite sum of terms s†s and argues by induction over such sums. For a single term it uses tr(s†sM) = tr(sMs†), which is nonnegative because sMs† is positive semidefinite; zero and sums then follow by linearity.

As first written in Lean, the proof fails:

```lean
import Mathlib

open Matrix
open scoped ComplexOrder MatrixOrder

namespace ExpectNonneg

noncomputable section

variable {ι n : Type*} [Fintype ι] [Fintype n] [DecidableEq n]

/-- The real part of `tr (ρ M)`, the expectation value of `M` in the state `ρ`. -/
def expect (ρ M : Matrix n n ℂ) : ℝ := (ρ * M).trace.re

/-- A positive semidefinite operator has nonnegative expectation value in every
positive semidefinite `ρ`. -/
theorem expect_nonneg {ρ M : Matrix n n ℂ} (hρ : ρ.PosSemidef) (hM : M.PosSemidef) :
    0 ≤ expect ρ M := by
  -- `ρ` is a sum of squares `s† s`, and `tr (s† s M) = tr (s M s†)`
  have h : ρ ∈ AddSubmonoid.closure (Set.range fun s : Matrix n n ℂ => star s * s) :=
    StarOrderedRing.nonneg_iff.mp (Matrix.nonneg_iff_posSemidef.mpr hρ)
  refine AddSubmonoid.closure_induction (p := fun r _ => 0 ≤ expect r M) ?_ ?_ ?_ h
  · rintro _ ⟨s, rfl⟩
    have hs := (hM.mul_mul_conjTranspose_same s).trace_nonneg
    have he : (star s * s * M).trace = (s * M * sᴴ).trace := by
      rw [star_eq_conjTranspose, mul_assoc, Matrix.trace_mul_comm]
    change 0 ≤ (star s * s * M).trace.re
    rw [he]
    exact (Complex.le_def.mp hs).1
  · simp [expect]
  · intro a b _ _ ha hb
    have hab : expect (a + b) M = expect a M + expect b M := by
      simp only [expect, add_mul, Matrix.trace_add, Complex.add_re]
    rw [hab]
    exact add_nonneg ha hb

end

end ExpectNonneg
```

The error:

```
Main.lean:22:9: error: failed to elaborate eliminator, unused named arguments: [p]
Main.lean:23:2: error: No goals to be solved
```

What went wrong. The first message says that `AddSubmonoid.closure_induction` was given a named argument `p` that it could not use. Lean elaborates this lemma as an eliminator, and the property to be proved by induction is its argument `motive`, not `p`. Renaming the argument cures the error; the property itself is unchanged.

The second message, "No goals to be solved", is a consequence of the first. When the `refine` failed, Lean reported the error and treated the goal as closed, so the first bullet had nothing to prove. Once `refine` succeeds, it leaves the three expected goals: single terms, zero and sums.

The added line `change 0 ≤ expect (a + b) M` restates the goal for sums in a form equal to it by definition, so that the left side of `hab` is plainly there for `rw [hab]` to rewrite. Neither message concerns this step, so they do not show whether the line was needed.

The repair, with which the file compiles:

```diff
@@ -20,5 +20,5 @@
   have h : ρ ∈ AddSubmonoid.closure (Set.range fun s : Matrix n n ℂ => star s * s) :=
     StarOrderedRing.nonneg_iff.mp (Matrix.nonneg_iff_posSemidef.mpr hρ)
-  refine AddSubmonoid.closure_induction (p := fun r _ => 0 ≤ expect r M) ?_ ?_ ?_ h
+  refine AddSubmonoid.closure_induction (motive := fun r _ => 0 ≤ expect r M) ?_ ?_ ?_ h
   · rintro _ ⟨s, rfl⟩
     have hs := (hM.mul_mul_conjTranspose_same s).trace_nonneg
@@ -32,4 +32,5 @@
     have hab : expect (a + b) M = expect a M + expect b M := by
       simp only [expect, add_mul, Matrix.trace_add, Complex.add_re]
+    change 0 ≤ expect (a + b) M
     rw [hab]
     exact add_nonneg ha hb
```
